# PBE correlation at fixed local correlation energy: quadratic onset and cancellation at infinite gradient

Let $e<0$ be the local correlation energy per electron and $t\ge 0$ the dimensionless reduced density gradient. For $b,g>0$, the PBE gradient correction is

$$H(t)=g\ln\!\left(1+\frac bg\,\frac{t^2(1+At^2)}{1+At^2+A^2t^4}\right),\qquad A=\frac{b/g}{e^{-e/g}-1},$$

where the base of the exponential is Euler's number, not the energy $e$. The number $b$ multiplies $t^2$ in $H$ at small gradient, and $g$ is the energy scale of the logarithm. In the usual notation $b=\beta\phi^3$ and $g=\gamma\phi^3$, where the spin-scaling factor $\phi$ is 1 for an unpolarised density. The reduced gradient is $t=|\nabla n|/(2\phi k_s n)$, with $n$ the electron density and $k_s$ the Thomas–Fermi screening wave number.

In Lean, `pbeA b g e` is the $A$ given above, and `pbeH b g A t` is $H$ with $A$ left free. All arguments are real numbers; $e$ and $t$ are independent inputs.

## Two limits and an energy window

With $A$ as above,

$$\lim_{t\to0}\frac{H(t)}{t^2}=b,\qquad \lim_{t\to\infty}H(t)=-e,\qquad e\le e+H(t)<0 .$$

Among positive $A$, only this value makes $e+H$ vanish at infinite gradient. For every positive $A$, $H$ increases strictly on $t\ge0$.

## What a GGA routine inherits

A PBE correlation routine evaluates $e+H$ at each grid point. For this closed-form model, with $e$ held fixed, the gradient can weaken local correlation but never reverse its sign. A scan in $t$ at fixed $e$ can therefore be checked against both limits and the window.

## Solving the large-gradient condition for A

Put $D=1+At^2+A^2t^4=(At^2+\tfrac12)^2+\tfrac34>0$. Since $D-1=At^2(1+At^2)$, for $A\neq0$

$$\frac{t^2(1+At^2)}{D}=\frac{1-1/D}{A}.$$

**Small gradient.** With $s=t^2$, the fraction is $s(1+As)/(1+As+A^2s^2)$. At $s=0$ its numerator is 0 with derivative 1, and its denominator is 1, so the fraction has derivative 1. The logarithm's argument is 1 there, so $H$ as a function of $s$ has derivative $g\cdot(b/g)=b$. As $H=0$ at $s=0$, $H/s\to b$.

**Large gradient.** For $A>0$, $D\to\infty$ and $H\to g\ln(1+b/(gA))$. Cancellation requires

$$1+\frac{b}{gA}=e^{-e/g},$$

which gives the stated $A$. It is positive because $-e/g>0$.

**Monotonicity and window.** For $A>0$ and $t\ge0$, $D$ increases strictly from 1, so $1-1/D$ and hence $H$ increase. For the PBE coefficient, the logarithm's argument is

$$1+(e^{-e/g}-1)(1-1/D),$$

which lies in $[1,e^{-e/g})$. Hence $0\le H<-e$.

## The Lean file

```lean
import Mathlib

open Filter Topology

namespace PBECorrelation

noncomputable section

/-- The PBE coefficient `A` as a function of the local correlation energy per electron `e`,
for `g ≠ 0` and `e ≠ 0`. -/
def pbeA (b g e : ℝ) : ℝ := (b / g) / (Real.exp (-e / g) - 1)

/-- The PBE gradient correction `H` to the correlation energy per electron at reduced
gradient `t`, with the coefficient `A` left free, for `g ≠ 0`. -/
def pbeH (b g A t : ℝ) : ℝ :=
  g * Real.log (1 + b / g * (t ^ 2 * (1 + A * t ^ 2) / (1 + A * t ^ 2 + A ^ 2 * t ^ 4)))

/-- For `b, g > 0` and a negative local correlation energy, the PBE coefficient is positive. -/
theorem pbeA_pos {b g e : ℝ} (hb : 0 < b) (hg : 0 < g) (he : e < 0) : 0 < pbeA b g e :=
  div_pos (div_pos hb hg)
    (sub_pos.mpr (Real.one_lt_exp_iff.mpr (div_pos (neg_pos.mpr he) hg)))

/-- For `A ≠ 0` the rational function of the gradient inside `H` is `1 / A` times one minus
the reciprocal of its denominator. -/
theorem saturation_form {A : ℝ} (hA : A ≠ 0) (t : ℝ) :
    t ^ 2 * (1 + A * t ^ 2) / (1 + A * t ^ 2 + A ^ 2 * t ^ 4)
      = (1 - (1 + A * t ^ 2 + A ^ 2 * t ^ 4)⁻¹) / A := by
  have hD : 1 + A * t ^ 2 + A ^ 2 * t ^ 4 ≠ 0 := by
    have : 0 < 1 + A * t ^ 2 + A ^ 2 * t ^ 4 := by
      nlinarith [sq_nonneg (A * t ^ 2 + 1 / 2)]
    exact this.ne'
  rw [div_eq_div_iff hD hA, sub_mul, inv_mul_cancel₀ hD]
  ring

/-- As the reduced gradient `t` tends to 0 through nonzero values, `H / t ^ 2` tends to `b`,
whatever the value of `A`, provided `g ≠ 0`. -/
theorem pbeH_small_gradient (b A : ℝ) {g : ℝ} (hg : g ≠ 0) :
    Tendsto (fun t => pbeH b g A t / t ^ 2) (𝓝[≠] 0) (𝓝 b) := by
  have hgb : g * (b / g) = b := by field_simp
  -- regard `H` as a function of `s = t ^ 2` and differentiate at `s = 0`
  have hid := hasDerivAt_id' (0 : ℝ)
  have h1 : HasDerivAt (fun s : ℝ => 1 + A * s) A 0 :=
    ((hid.const_mul A).const_add 1).congr_deriv (by ring)
  have h2 : HasDerivAt (fun s : ℝ => s * (1 + A * s)) 1 0 :=
    (hid.fun_mul h1).congr_deriv (by ring)
  have h3 : HasDerivAt (fun s : ℝ => 1 + A * s + A ^ 2 * s ^ 2) A 0 :=
    (h1.fun_add ((hid.fun_pow 2).const_mul (A ^ 2))).congr_deriv (by simp)
  have h4 : HasDerivAt
      (fun s : ℝ => s * (1 + A * s) / (1 + A * s + A ^ 2 * s ^ 2)) 1 0 :=
    (h2.fun_div h3 (by simp)).congr_deriv (by simp)
  have h5 : HasDerivAt (fun s : ℝ =>
      g * Real.log (1 + b / g * (s * (1 + A * s) / (1 + A * s + A ^ 2 * s ^ 2)))) b 0 := by
    refine ((((h4.const_mul (b / g)).const_add 1).log (by simp)).const_mul g).congr_deriv ?_
    simp only [mul_zero, zero_div, add_zero, div_one, mul_one]
    exact hgb
  -- the difference quotient in `s`, taken along `s = t ^ 2`
  have hsq : Tendsto (fun t : ℝ => t ^ 2) (𝓝[≠] 0) (𝓝[≠] 0) := by
    refine tendsto_nhdsWithin_iff.mpr ⟨?_, ?_⟩
    · exact ((continuous_pow 2).tendsto' 0 0 (by norm_num)).mono_left nhdsWithin_le_nhds
    · filter_upwards [self_mem_nhdsWithin] with t ht
      exact pow_ne_zero 2 ht
  refine ((hasDerivAt_iff_tendsto_slope_zero.mp h5).comp hsq).congr (fun t => ?_)
  have h6 : (t ^ 2) ^ 2 = t ^ 4 := by ring
  simp only [Function.comp_apply, pbeH, smul_eq_mul, zero_add, mul_zero, zero_mul, zero_div,
    add_zero, Real.log_one, sub_zero, h6]
  ring

/-- For `b, g, A > 0` the gradient correction saturates at `g ln(1 + b / (g A))` as the
reduced gradient tends to infinity. -/
theorem pbeH_large_gradient {b g A : ℝ} (hb : 0 < b) (hg : 0 < g) (hA : 0 < A) :
    Tendsto (pbeH b g A) atTop (𝓝 (g * Real.log (1 + b / g / A))) := by
  have hD : Tendsto (fun t : ℝ => 1 + A * t ^ 2 + A ^ 2 * t ^ 4) atTop atTop := by
    refine tendsto_atTop_mono (fun t => ?_)
      ((tendsto_pow_atTop (two_ne_zero)).const_mul_atTop hA)
    have : 0 ≤ A ^ 2 * t ^ 4 := by positivity
    linarith
  have hx : Tendsto
      (fun t : ℝ => 1 + b / g * ((1 - (1 + A * t ^ 2 + A ^ 2 * t ^ 4)⁻¹) / A))
      atTop (𝓝 (1 + b / g * ((1 - 0) / A))) :=
    ((((tendsto_inv_atTop_zero.comp hD).const_sub 1).div_const A).const_mul (b / g)).const_add 1
  have hlim : 1 + b / g * ((1 - 0) / A) = 1 + b / g / A := by ring
  rw [hlim] at hx
  have hpos : 0 < 1 + b / g / A := by positivity
  refine ((hx.log hpos.ne').const_mul g).congr (fun t => ?_)
  rw [pbeH, saturation_form hA.ne']

/-- For `b, g > 0` and among positive coefficients `A`, the correlation energy per electron
`e + H` vanishes in the limit of infinite reduced gradient exactly for the PBE coefficient. -/
theorem cancellation_iff {b g A : ℝ} (e : ℝ) (hb : 0 < b) (hg : 0 < g) (hA : 0 < A) :
    Tendsto (fun t => e + pbeH b g A t) atTop (𝓝 0) ↔ A = pbeA b g e := by
  have hk : b / g ≠ 0 := (div_pos hb hg).ne'
  have hpos : 0 < 1 + b / g / A := by positivity
  have hlim := (pbeH_large_gradient hb hg hA).const_add e
  constructor
  · intro h
    -- the limit is unique, and the resulting equation is solved for `A`
    have h0 := tendsto_nhds_unique hlim h
    have hlog : Real.log (1 + b / g / A) = -e / g := by
      rw [eq_div_iff hg.ne']
      linarith
    have hexp : Real.exp (-e / g) = 1 + b / g / A := by
      rw [← hlog, Real.exp_log hpos]
    rw [pbeA, hexp, add_sub_cancel_left, div_div_eq_mul_div, mul_div_cancel_left₀ _ hk]
  · intro h
    have hr : b / g / A = Real.exp (-e / g) - 1 := by
      rw [h, pbeA, div_div_eq_mul_div, mul_div_cancel_left₀ _ hk]
    have h0 : e + g * Real.log (1 + b / g / A) = 0 := by
      rw [hr, add_sub_cancel, Real.log_exp, mul_div_cancel₀ _ hg.ne']
      ring
    rwa [h0] at hlim

/-- For `b, g > 0` and `e < 0`, the PBE gradient correction behaves as `b t ^ 2` at small reduced
gradient `t` and tends to `-e` as `t` tends to infinity, cancelling `e` in that limit. -/
theorem pbe_correlation_limits {b g e : ℝ} (hb : 0 < b) (hg : 0 < g) (he : e < 0) :
    Tendsto (fun t => pbeH b g (pbeA b g e) t / t ^ 2) (𝓝[≠] 0) (𝓝 b) ∧
      Tendsto (pbeH b g (pbeA b g e)) atTop (𝓝 (-e)) := by
  refine ⟨pbeH_small_gradient b _ hg.ne', ?_⟩
  have h := ((cancellation_iff e hb hg (pbeA_pos hb hg he)).mpr rfl).const_add (-e)
  simpa using h

/-- For `b, g, A > 0` the gradient correction increases strictly with the reduced gradient
`t ≥ 0`. -/
theorem pbeH_strictMonoOn {b g A : ℝ} (hb : 0 < b) (hg : 0 < g) (hA : 0 < A) :
    StrictMonoOn (pbeH b g A) (Set.Ici 0) := by
  intro s hs t _ hst
  have hs0 : 0 ≤ s := hs
  have h2 : A * s ^ 2 < A * t ^ 2 :=
    mul_lt_mul_of_pos_left (pow_lt_pow_left₀ hst hs0 (by norm_num)) hA
  have h4 : A ^ 2 * s ^ 4 < A ^ 2 * t ^ 4 :=
    mul_lt_mul_of_pos_left (pow_lt_pow_left₀ hst hs0 (by norm_num)) (pow_pos hA 2)
  have hD1 : 1 ≤ 1 + A * s ^ 2 + A ^ 2 * s ^ 4 := by
    have : 0 ≤ A * s ^ 2 + A ^ 2 * s ^ 4 := by positivity
    linarith
  have hinv : (1 + A * t ^ 2 + A ^ 2 * t ^ 4)⁻¹ < (1 + A * s ^ 2 + A ^ 2 * s ^ 4)⁻¹ :=
    inv_strictAnti₀ (by linarith) (by linarith)
  have hle := inv_le_one_of_one_le₀ hD1
  rw [pbeH, pbeH, saturation_form hA.ne', saturation_form hA.ne']
  refine mul_lt_mul_of_pos_left (Real.log_lt_log ?_ ?_) hg
  · have := mul_nonneg (div_pos hb hg).le (div_nonneg (sub_nonneg.mpr hle) hA.le)
    linarith
  · have := mul_lt_mul_of_pos_left
      (div_lt_div_of_pos_right (sub_lt_sub_left hinv 1) hA) (div_pos hb hg)
    linarith

/-- For `b, g > 0` and `e < 0`, the PBE correlation energy per electron `e + H` is at least
its local value `e` and strictly negative at every reduced gradient. -/
theorem pbe_correlation_bounds {b g e : ℝ} (hb : 0 < b) (hg : 0 < g) (he : e < 0) (t : ℝ) :
    e ≤ e + pbeH b g (pbeA b g e) t ∧ e + pbeH b g (pbeA b g e) t < 0 := by
  have hA := pbeA_pos hb hg he
  have hk := div_pos hb hg
  have hr : b / g / pbeA b g e = Real.exp (-e / g) - 1 := by
    rw [pbeA, div_div_eq_mul_div, mul_div_cancel_left₀ _ hk.ne']
  have hq : 0 < b / g / pbeA b g e := div_pos hk hA
  rw [pbeH, saturation_form hA.ne']
  generalize pbeA b g e = A at *
  have hD1 : 1 ≤ 1 + A * t ^ 2 + A ^ 2 * t ^ 4 := by
    have : 0 ≤ A * t ^ 2 + A ^ 2 * t ^ 4 := by positivity
    linarith
  have hle := inv_le_one_of_one_le₀ hD1
  have hpos : 0 < (1 + A * t ^ 2 + A ^ 2 * t ^ 4)⁻¹ := inv_pos.mpr (by linarith)
  generalize (1 + A * t ^ 2 + A ^ 2 * t ^ 4)⁻¹ = d at *
  have hform : b / g * ((1 - d) / A) = b / g / A * (1 - d) := by ring
  rw [hform]
  have h0 : 0 ≤ b / g / A * (1 - d) := mul_nonneg hq.le (by linarith)
  -- the argument of the logarithm stays below `exp (-e / g)`
  have h1 : 1 + b / g / A * (1 - d) < Real.exp (-e / g) := by
    have := mul_pos hq hpos
    linarith
  have hlog : Real.log (1 + b / g / A * (1 - d)) < -e / g := by
    have := Real.log_lt_log (by linarith) h1
    rwa [Real.log_exp] at this
  have hlog0 := mul_nonneg hg.le (Real.log_nonneg (le_add_of_nonneg_right h0))
  rw [lt_div_iff₀ hg] at hlog
  constructor <;> linarith

end

end PBECorrelation
```

```lean
#print axioms PBECorrelation.pbe_correlation_limits
#print axioms PBECorrelation.pbeH_strictMonoOn
#print axioms PBECorrelation.pbe_correlation_bounds
```

```
'PBECorrelation.pbe_correlation_limits' depends on axioms: [propext, Classical.choice, Quot.sound]
'PBECorrelation.pbeH_strictMonoOn' depends on axioms: [propext, Classical.choice, Quot.sound]
'PBECorrelation.pbe_correlation_bounds' depends on axioms: [propext, Classical.choice, Quot.sound]
```

## From a derivative in t² to a limit in t

`pbeH_small_gradient` turns on `hasDerivAt_iff_tendsto_slope_zero`, which converts a derivative at 0 into a limit of difference quotients over `𝓝[≠] 0`, the nonzero points near 0. The steps `h1` to `h5` build the derivative in $s$. To substitute $s=t^2$, `hsq` shows that $t^2$ tends to 0 and stays nonzero when $t$ does. The final `congr` identifies the composed quotient with $H(t)/t^2$.

`saturation_form` supplies the rewriting with $1/D$. `pbeH_large_gradient` uses it to pass to the limit, and `cancellation_iff` solves for $A$ by uniqueness of limits. `pbe_correlation_limits` joins the two limits, using `pbeA_pos` for the sign of $A$. `pbeH_strictMonoOn` carries the inequality for $D$ through the reciprocal and the logarithm; `pbe_correlation_bounds` names the reciprocal `d` and bounds the logarithm's argument.

## Fixed inputs, a vanishing b, and rounding

The hypothesis $b>0$ matters: for $b=0$, $g=1$, $e=-1$, the formula gives $A=0$ and $H(t)=0$ for all $t$, so the large-gradient limit is 0 instead of $-e=1$.

The limits vary $t$ alone. In a real density, $e$ and $t$ both depend on position, and the theorems do not treat the integrated energy or the correlation potential. The values of $b$ and $g$, and the functional form itself, are inputs. The strict bound $e+H<0$ holds for real numbers; in floating point, $e+H$ can round to zero at large $t$.
